# The space-warp gradient formula for a C¹, compactly supported core in one dimension

Suppose the energy gradient of a core potential is estimated by sampling electron positions and averaging the derivative of the potential. If the potential varies sharply near the core, the few samples that land there contribute large terms of either sign, and the average is noisy. A space warp adds a term that integrates to zero and can cancel the sharp derivative near the core. Here this is shown for one core on a line and a density that is held fixed as the core moves, a simplified model of the space-warp forces of quantum Monte Carlo.

```lean
import Mathlib

open MeasureTheory

namespace SpaceWarpForce

noncomputable section
```

## Energy and warped integrand

Let $g$ be the core potential as a function of displacement from the core, $h$ the electron density, and $R$ the core position. The interaction energy is

$$E(R)=\int g(x-R)\,h(x)\,dx .$$

In Lean, $g$ and $h$ are functions `ℝ → ℝ`, and `coreEnergy g h` is the function $E$. Neither positivity nor normalisation of $h$ is required.

```lean
/-- Interaction energy of a density `h` with a core potential `g` centred at `R`. -/
def coreEnergy (g h : ℝ → ℝ) (R : ℝ) : ℝ := ∫ x, g (x - R) * h x
```

Let $w$ be the warp weight: the fraction of the core's displacement that an electron at $x$ follows. The warped integrand is

$$G(x)=-g'(x-R)\,h(x)+\frac{d}{dx}\bigl[w(x)\,g(x-R)\,h(x)\bigr].$$

In `warpedGradient`, `deriv` is the ordinary derivative where it exists, and Lean sets it to zero elsewhere. The results concern $E'(R)$; the force on the core is $-E'(R)$.

The main theorem takes $g$, $h$ and $w$ to be continuously differentiable, written `ContDiff ℝ 1`, and $g$ to have compact support. The support condition stands for a short-ranged core potential, so a Coulomb tail is excluded, and the smoothness excludes a Coulomb singularity. The potential is local, without angular-momentum projectors. Since $h$ does not depend on $R$, the response of the wave function to the core's motion is absent.

```lean
/-- Space-warp integrand for the energy gradient: the bare term `-g'(x - R) h(x)` plus the
total derivative of `w(x) g(x - R) h(x)`, where `w` is the warp weight. -/
def warpedGradient (g h w : ℝ → ℝ) (R x : ℝ) : ℝ :=
  -(deriv g (x - R) * h x) + deriv (fun y => w y * (g (y - R) * h y)) x
```

## The bare gradient

Put $\tilde g(t)=g(-t)$. Then $E$ is a convolution,

$$E(R)=\int h(x)\,\tilde g(R-x)\,dx .$$

While $R$ stays in a bounded interval, the integrand vanishes outside one fixed bounded interval of $x$. There $h$ and $\tilde g'$ are bounded, so the derivative may be taken under the integral. With $\tilde g'(t)=-g'(-t)$,

$$E'(R)=\int h(x)\,\tilde g'(R-x)\,dx=-\int g'(x-R)\,h(x)\,dx .$$

In the proof, `e1` rewrites the energy as the convolution, `key` differentiates it, and `e2` turns the result back into the bare integral. Continuity of $h$ is enough for this step.

```lean
variable {g h w : ℝ → ℝ}

/-- For a C¹ core potential of compact support and a continuous density, the derivative of the
energy in the core position is the integral of the bare term `-g'(x - R) h(x)`. -/
theorem hasDerivAt_coreEnergy (hg : ContDiff ℝ 1 g) (hc : HasCompactSupport g)
    (hh : Continuous h) (R : ℝ) :
    HasDerivAt (coreEnergy g h) (∫ x, -(deriv g (x - R) * h x)) R := by
  -- the energy is the convolution of the density with the reflected core potential
  have hc' : HasCompactSupport (fun t => g (-t)) := hc.comp_homeomorph (Homeomorph.neg ℝ)
  have hg' : ContDiff ℝ 1 (fun t => g (-t)) := hg.comp contDiff_neg
  have key := hc'.hasDerivAt_convolution_right (ContinuousLinearMap.mul ℝ ℝ)
    (hh.locallyIntegrable (μ := volume)) hg' R
  have e1 : coreEnergy g h =
      convolution h (fun t => g (-t)) (ContinuousLinearMap.mul ℝ ℝ) volume := by
    funext S
    change ∫ x, g (x - S) * h x = ∫ x, h x * g (-(S - x))
    congr 1
    funext x
    rw [neg_sub, mul_comm]
  have e2 : ∫ x, -(deriv g (x - R) * h x) =
      convolution h (deriv fun t => g (-t)) (ContinuousLinearMap.mul ℝ ℝ) volume R := by
    change ∫ x, -(deriv g (x - R) * h x) = ∫ x, h x * deriv (fun t => g (-t)) (R - x)
    congr 1
    funext x
    rw [deriv_comp_neg, neg_sub]
    ring
  rw [e1, e2]
  exact key
```

## A total derivative that integrates to zero

Let $f$ be C¹ and vanish outside $(-L,L)$. Its derivative is continuous with compact support, hence integrable, and

$$\int f'(x)\,dx=f(L)-f(-L)=0 .$$

The Lean proof first obtains integrability as `hi`, then applies Mathlib's version of the fundamental theorem on the whole line.

```lean
/-- The total derivative of a C¹ function of compact support is integrable and its integral
over the line vanishes. -/
theorem integral_total_derivative {f : ℝ → ℝ} (hf : ContDiff ℝ 1 f)
    (hc : HasCompactSupport f) :
    Integrable (deriv f) ∧ ∫ x, deriv f x = 0 := by
  have hi : Integrable (deriv f) :=
    (hf.continuous_deriv (by norm_num)).integrable_of_hasCompactSupport hc.deriv
  exact ⟨hi, integral_eq_zero_of_hasDerivAt_of_integrable
    (fun x => (hf.differentiable (by norm_num) x).hasDerivAt) hi
    (hf.continuous.integrable_of_hasCompactSupport hc)⟩
```

Now take $f(x)=w(x)\,g(x-R)\,h(x)$. It is C¹, and it inherits compact support from $g$, whatever $h$ and $w$ do far away. Therefore

$$\int G(x)\,dx=-\int g'(x-R)\,h(x)\,dx+0=E'(R).$$

The theorem states that $G$ is integrable and that $E$ has derivative $\int G$ at $R$. The first part matters because Lean assigns the value zero to the integral of a non-integrable function. In the proof, `hbare` and `hi` give integrability of the two terms, and `hsum` removes the total derivative from the integral.

Since $E$ does not involve $w$, a different weight may be chosen at each $R$, as when the weight is centred on the core.

```lean
/-- Space-warp gradient formula: for a C¹ core potential of compact support, a C¹ density and a
C¹ warp weight, the warped integrand is integrable and its integral is the derivative of the
energy in the core position. -/
theorem hasDerivAt_coreEnergy_warped (hg : ContDiff ℝ 1 g) (hc : HasCompactSupport g)
    (hh : ContDiff ℝ 1 h) (hw : ContDiff ℝ 1 w) (R : ℝ) :
    Integrable (warpedGradient g h w R) ∧
      HasDerivAt (coreEnergy g h) (∫ x, warpedGradient g h w R x) R := by
  -- the bare term is continuous with compact support
  have hd : Continuous (deriv g) := hg.continuous_deriv (by norm_num)
  have hhc : Continuous h := hh.continuous
  have hcd : HasCompactSupport (fun x => deriv g (x - R)) :=
    hc.deriv.comp_homeomorph (Homeomorph.subRight R)
  have hcdh : HasCompactSupport (fun x => deriv g (x - R) * h x) := hcd.mul_right
  have hcont : Continuous (fun x => deriv g (x - R) * h x) := by fun_prop
  have hbare : Integrable (fun x => -(deriv g (x - R) * h x)) :=
    (hcont.integrable_of_hasCompactSupport hcdh).neg
  -- the added term is a total derivative
  have hcs : HasCompactSupport (fun x => g (x - R)) :=
    hc.comp_homeomorph (Homeomorph.subRight R)
  have hcp : HasCompactSupport (fun x => g (x - R) * h x) := hcs.mul_right
  have hcf : HasCompactSupport (fun x => w x * (g (x - R) * h x)) := hcp.mul_left
  have hgs : ContDiff ℝ 1 (fun x => g (x - R)) :=
    hg.comp (contDiff_id.sub contDiff_const)
  have hf : ContDiff ℝ 1 (fun x => w x * (g (x - R) * h x)) := hw.mul (hgs.mul hh)
  obtain ⟨hi, hz⟩ := integral_total_derivative hf hcf
  refine ⟨hbare.add hi, ?_⟩
  have hsum : ∫ x, warpedGradient g h w R x = ∫ x, -(deriv g (x - R) * h x) := by
    unfold warpedGradient
    rw [integral_add hbare hi, hz, add_zero]
  rw [hsum]
  exact hasDerivAt_coreEnergy hg hc hhc R
```

## Where the core derivative survives

The product rule gives

$$\frac{d}{dx}\bigl[w\,g\,h\bigr]=w'gh+w\,g'h+w\,g\,h',$$

with $g$ and $g'$ evaluated at $x-R$ and the other functions at $x$. Adding the bare term $-g'h$ yields

$$G=(w-1)\,g'h+w'gh+w\,g\,h' .$$

The core derivative now carries the factor $w-1$. The proof assembles the same product rule from `dw`, `dg` and `dh`, and `ring` collects the terms.

```lean
/-- For C¹ core potential, density and warp weight, the core derivative `g'` enters the warped
integrand with the factor `w - 1`. -/
theorem warpedGradient_eq (hg : ContDiff ℝ 1 g) (hh : ContDiff ℝ 1 h)
    (hw : ContDiff ℝ 1 w) (R x : ℝ) :
    warpedGradient g h w R x = (w x - 1) * (deriv g (x - R) * h x)
      + deriv w x * (g (x - R) * h x) + w x * (g (x - R) * deriv h x) := by
  have dg : HasDerivAt (fun y => g (y - R)) (deriv g (x - R)) x :=
    HasDerivAt.comp_sub_const x R (hg.differentiable (by norm_num) (x - R)).hasDerivAt
  have dh := (hh.differentiable (by norm_num) x).hasDerivAt
  have dw := (hw.differentiable (by norm_num) x).hasDerivAt
  have hp := (dw.fun_mul (dg.fun_mul dh)).deriv
  unfold warpedGradient
  rw [hp]
  ring
```

On an open set $U$ where $w=1$, also $w'=0$, so

$$G(x)=g(x-R)\,h'(x)\qquad(x\in U).$$

The derivative has moved from the potential to the density. The equality $w(x)=1$ at a single point would remove $g'$ but could leave the term $w'gh$. Openness enters the proof through `he`, which says that $w$ agrees with the constant 1 near $x$.

```lean
/-- On an open set where the warp weight equals one, the warped integrand is `g(x - R) h'(x)`,
for C¹ core potential, density and warp weight. -/
theorem warpedGradient_of_weight_one (hg : ContDiff ℝ 1 g) (hh : ContDiff ℝ 1 h)
    (hw : ContDiff ℝ 1 w) {U : Set ℝ} (hU : IsOpen U) (h1 : ∀ y ∈ U, w y = 1)
    (R : ℝ) {x : ℝ} (hx : x ∈ U) :
    warpedGradient g h w R x = g (x - R) * deriv h x := by
  -- the weight is locally constant, so its derivative vanishes
  have he : w =ᶠ[nhds x] (fun _ => (1 : ℝ)) := by
    filter_upwards [hU.mem_nhds hx] with y hy using h1 y hy
  have hd : deriv w x = 0 := by rw [he.deriv_eq, deriv_const]
  rw [warpedGradient_eq hg hh hw, hd, h1 x hx]
  ring
```

On an open set where $w=0$, the product $wgh$ vanishes identically near each point, and so does its derivative. The bare integrand $-g'(x-R)h(x)$ returns, without any smoothness assumption.

```lean
/-- On an open set where the warp weight vanishes, the warped integrand is the bare term
`-g'(x - R) h(x)`. -/
theorem warpedGradient_of_weight_zero {U : Set ℝ} (hU : IsOpen U)
    (h0 : ∀ y ∈ U, w y = 0) (R : ℝ) {x : ℝ} (hx : x ∈ U) :
    warpedGradient g h w R x = -(deriv g (x - R) * h x) := by
  have he : (fun y => w y * (g (y - R) * h y)) =ᶠ[nhds x] (fun _ => (0 : ℝ)) := by
    filter_upwards [hU.mem_nhds hx] with y hy
    rw [h0 y hy, zero_mul]
  unfold warpedGradient
  rw [he.deriv_eq, deriv_const, add_zero]
```

## The moving sample point

The integrand arises from a change of variables. Move the core from $R$ to $R+s$ and the electron from $x$ to $x+s\,w(x)$. The volume element acquires the Jacobian $1+s\,w'(x)$, so the transformed energy integrand is

$$g\bigl(x+s\,w(x)-R-s\bigr)\,h\bigl(x+s\,w(x)\bigr)\,\bigl(1+s\,w'(x)\bigr).$$

At $s=0$ the argument of $g$ changes at rate $w-1$, that of $h$ at rate $w$, and the Jacobian at rate $w'$. The derivative is therefore

$$(w-1)\,g'h+w\,g\,h'+w'gh=G(x).$$

In Lean, `hb` is the first rate, `cg` and `ch` are the chain rules for $g$ and $h$, and `warpedGradient_eq` identifies the sum. The theorem concerns this derivative at each fixed $x$, not the change of variables under the integral.

```lean
/-- Move the core by `s` and the sample point `x` by `s w(x)`, and multiply the energy integrand
by the Jacobian `1 + s w'(x)`. For C¹ core potential, density and warp weight, the derivative
in `s` at `s = 0` is the warped integrand. -/
theorem hasDerivAt_warped_sample (hg : ContDiff ℝ 1 g) (hh : ContDiff ℝ 1 h)
    (hw : ContDiff ℝ 1 w) (R x : ℝ) :
    HasDerivAt (fun s => g (x + s * w x - (R + s)) * h (x + s * w x) * (1 + s * deriv w x))
      (warpedGradient g h w R x) 0 := by
  -- rates of change of the sample point, of its displacement from the core, and of the Jacobian
  have lin : ∀ a b : ℝ, HasDerivAt (fun s : ℝ => a + s * b) b 0 := fun a b => by
    simpa using ((hasDerivAt_id (0 : ℝ)).mul_const b).const_add a
  have hb : HasDerivAt (fun s : ℝ => x + s * w x - (R + s)) (w x - 1) 0 :=
    (lin x (w x)).fun_sub ((hasDerivAt_id' (0 : ℝ)).const_add R)
  have eg : x + 0 * w x - (R + 0) = x - R := by ring
  have eh : x + 0 * w x = x := by ring
  have dg : HasDerivAt g (deriv g (x - R)) (x + 0 * w x - (R + 0)) := by
    rw [eg]
    exact (hg.differentiable (by norm_num) (x - R)).hasDerivAt
  have dh : HasDerivAt h (deriv h x) (x + 0 * w x) := by
    rw [eh]
    exact (hh.differentiable (by norm_num) x).hasDerivAt
  have cg : HasDerivAt (fun s => g (x + s * w x - (R + s)))
      (deriv g (x - R) * (w x - 1)) 0 := dg.comp 0 hb
  have ch : HasDerivAt (fun s => h (x + s * w x)) (deriv h x * w x) 0 :=
    dh.comp 0 (lin x (w x))
  refine ((cg.fun_mul ch).fun_mul (lin 1 (deriv w x))).congr_deriv ?_
  rw [warpedGradient_eq hg hh hw]
  simp only [zero_mul, add_zero]
  ring

end

end SpaceWarpForce
```

```lean
#print axioms SpaceWarpForce.hasDerivAt_coreEnergy_warped
#print axioms SpaceWarpForce.warpedGradient_of_weight_one
#print axioms SpaceWarpForce.warpedGradient_of_weight_zero
#print axioms SpaceWarpForce.hasDerivAt_warped_sample
```

```
'SpaceWarpForce.hasDerivAt_coreEnergy_warped' depends on axioms: [propext, Classical.choice, Quot.sound]
'SpaceWarpForce.warpedGradient_of_weight_one' depends on axioms: [propext, Classical.choice, Quot.sound]
'SpaceWarpForce.warpedGradient_of_weight_zero' depends on axioms: [propext, Classical.choice, Quot.sound]
'SpaceWarpForce.hasDerivAt_warped_sample' depends on axioms: [propext, Classical.choice, Quot.sound]
```

## The estimator in a Monte Carlo run

Take $h=\psi^2$ with a real, normalised wave function $\psi$ that is C¹ and held fixed, and draw positions $x_i$ from $h$. Dividing $G$ by $h$ gives the contribution of one sample to the energy gradient:

$$(w-1)\,g'+w'g+2\,w\,g\,\frac{\psi'}{\psi},$$

with $g$ and $g'$ at $x_i-R$ and the rest at $x_i$. In this fixed-density model, the average of this quantity over the samples estimates $E'(R)$, and reversing the sign gives an estimate of the force. A sample in the region where $w=1$ contributes $2g\psi'/\psi$, so $g'$ need not be evaluated there. The mean is the same for every admissible $w$, but the variance is not: a weight that falls off abruptly where $g$ is appreciable brings in a large $w'g$.
